# Newton's iteration squares the Cayley transform of a positive definite matrix and drives the matrix to the identity

## Where does my orthonormalisation loop end up?

Orbitals that have lost their orthonormality generally give a density matrix that is no longer idempotent, and a repair loop with an unknown limit may leave them that way, or return orthonormal orbitals with an unwanted extra rotation. My loop works in an orthonormal basis and replaces a square, invertible coefficient matrix $X$ by the average of $X$ and its inverse adjoint, again and again. If $X = UH$, with $U$ unitary and $H$ Hermitian positive definite, the loop should leave $U$ alone and turn $H$ into the identity. I have also been told that the progress of $H$ has an exact formula, with a power $2^k$ after $k$ steps. Can both claims be made rigorous and checked by machine?

## Two factorisations and a power of two

Yes. Write $1$ for the identity matrix, and apply Newton's iteration for the equation $x^2 = 1$ to the matrix $H$:
$$H_0 = H, \qquad H_{k+1} = \tfrac12\left(H_k + H_k^{-1}\right).$$
The inverse of a positive definite matrix is positive definite, and so are sums and positive multiples of such matrices. By induction every $H_k$ is positive definite, so $H_k$ and $H_k + 1$ are invertible.

Define the Cayley transform $C_k = (H_k - 1)(H_k + 1)^{-1}$. Expanding the squares gives
$$H_{k+1} \pm 1 = \tfrac12\left(H_k \pm 2 + H_k^{-1}\right) = \tfrac12 (H_k \pm 1)^2 H_k^{-1}.$$
All factors are functions of $H_k$ and commute. Dividing the minus case by the plus case cancels $\tfrac12 H_k^{-1}$:
$$C_{k+1} = (H_k - 1)^2 (H_k + 1)^{-2} = C_k^2, \qquad\text{hence}\qquad C_k = C_0^{2^k}.$$

The iterate can be recovered from its transform. Since $1 - C_k = 2(H_k+1)^{-1}$ and $1 + C_k = 2H_k(H_k+1)^{-1}$,
$$H_k = \left(1 + C_0^{2^k}\right)\left(1 - C_0^{2^k}\right)^{-1}.$$

For the limit, diagonalise $H = V\,\mathrm{diag}(d_i)\,V^\dagger$ with $V$ unitary and all $d_i > 0$. The iteration keeps $V$ and acts on each eigenvalue separately. Let $x_0 = d_i$ and $x_{k+1} = (x_k + 1/x_k)/2$. Then
$$x_{k+1} - 1 = \frac{(x_k - 1)^2}{2x_k} \ge 0,$$
so from the first step on the eigenvalue is at least 1. Once $x_k \ge 1$, we have $1/x_k \le 1$ and therefore $x_{k+1} - 1 \le (x_k - 1)/2$. Thus $0 \le x_{k+1} - 1 \le (x_1 - 1)/2^k$, which tends to zero. This bound is enough for the limit but crude: once $x_k \ge 1$, the identity above also gives $x_{k+1} - 1 \le (x_k - 1)^2/2$, which is much smaller near 1. Every eigenvalue tends to 1, and $H_k \to V V^\dagger = 1$.

Now take $X_0 = UH$ and $X_{k+1} = \tfrac12\left(X_k + (X_k^{-1})^\dagger\right)$. If $X_k = UH_k$, then $X_k^{-1} = H_k^{-1}U^\dagger$, whose adjoint is $UH_k^{-1}$. Hence $X_{k+1} = UH_{k+1}$, and $X_k \to U$.

## Positive definite input, unitary limit

In the Lean file, `Matrix n n ℂ` is a complex square matrix whose rows and columns are labelled by a finite type `n`, here the basis functions and orbitals. `H.PosDef` says that $H$ is Hermitian and that $v^\dagger H v > 0$ for every nonzero vector $v$. The sequences $H_k$ and $X_k$ are `newtonIter H k` and `polarIter X k`, `cayley` is the Cayley transform, and `scalarIter d k` follows one eigenvalue. The superscript `ᴴ` denotes the adjoint.

The theorem `newton_iterates` assumes only `H.PosDef`. It states that every iterate is positive definite, that the Cayley transform of the $k$-th iterate is the $2^k$-th power of the initial one, and that the sequence converges to the identity. The expression `Tendsto (newtonIter H) atTop (𝓝 1)` means convergence of every matrix entry. The explicit formula for $H_k$ is `newtonIter_closed_form`.

The theorem `polarIter_tendsto` takes a unitary `U` and a positive definite `H`, and gives both $X_k = UH_k$ and the limit $U$. It starts from the factorised matrix; that every invertible matrix can be factorised in this way is a standard fact which the file does not prove.

The adjoint is the plain conjugate transpose, so the orbital coefficients refer to an orthonormal basis. Rectangular blocks of occupied orbitals, singular matrices and rounding errors are not treated, and the convergence statements contain no rate.

```lean
import Mathlib

open Matrix Filter Topology
open scoped ComplexOrder

namespace NewtonPolarIterates

noncomputable section

variable {n : Type*} [Fintype n] [DecidableEq n]

/-- One Newton step: the average of a matrix and its inverse. -/
def newtonStep (H : Matrix n n ℂ) : Matrix n n ℂ := (1 / 2 : ℂ) • (H + H⁻¹)

/-- The sequence of Newton iterates started from `H`. -/
def newtonIter (H : Matrix n n ℂ) : ℕ → Matrix n n ℂ
  | 0 => H
  | k + 1 => newtonStep (newtonIter H k)

/-- The Cayley transform `(H - 1)(H + 1)⁻¹`. -/
def cayley (H : Matrix n n ℂ) : Matrix n n ℂ := (H - 1) * (H + 1)⁻¹

/-- The Newton iteration for a single real eigenvalue. -/
def scalarIter (d : ℝ) : ℕ → ℝ
  | 0 => d
  | k + 1 => (scalarIter d k + (scalarIter d k)⁻¹) / 2

/-- One Newton step for the polar decomposition: the average of a matrix and its
inverse adjoint. -/
def polarStep (X : Matrix n n ℂ) : Matrix n n ℂ := (1 / 2 : ℂ) • (X + (X⁻¹)ᴴ)

/-- The sequence of polar Newton iterates started from `X`. -/
def polarIter (X : Matrix n n ℂ) : ℕ → Matrix n n ℂ
  | 0 => X
  | k + 1 => polarStep (polarIter X k)

/-- Every Newton iterate of a positive definite matrix is positive definite. -/
theorem newtonIter_posDef {H : Matrix n n ℂ} (hH : H.PosDef) (k : ℕ) :
    (newtonIter H k).PosDef := by
  induction k with
  | zero => exact hH
  | succ k ih =>
    have hhalf : (0 : ℂ) < 1 / 2 := by positivity
    exact (ih.add ih.inv).smul hhalf

/-- One Newton step squares the Cayley transform of a positive definite matrix. -/
theorem cayley_newtonStep {H : Matrix n n ℂ} (hH : H.PosDef) :
    cayley (newtonStep H) = cayley H ^ 2 := by
  have h1 : H * H⁻¹ = 1 :=
    Matrix.mul_nonsing_inv _ ((Matrix.isUnit_iff_isUnit_det _).mp hH.isUnit)
  have h2 : (H + 1)⁻¹ * (H + 1) = 1 :=
    Matrix.nonsing_inv_mul _
      ((Matrix.isUnit_iff_isUnit_det _).mp (hH.add Matrix.PosDef.one).isUnit)
  have h3 : (newtonStep H + 1) * (newtonStep H + 1)⁻¹ = 1 :=
    Matrix.mul_nonsing_inv _ ((Matrix.isUnit_iff_isUnit_det _).mp
      ((newtonIter_posDef hH 1).add Matrix.PosDef.one).isUnit)
  -- each shifted iterate is half a square times the inverse of `H`
  have hplus : newtonStep H + 1 = (1 / 2 : ℂ) • ((H + 1) * (H + 1) * H⁻¹) := by
    have e : (H + 1) * (H + 1) * H⁻¹ = H + 1 + 1 + H⁻¹ := by
      simp only [add_mul, mul_add, one_mul, mul_one, mul_assoc, h1]
      abel
    rw [e, newtonStep]
    module
  have hminus : newtonStep H - 1 = (1 / 2 : ℂ) • ((H - 1) * (H - 1) * H⁻¹) := by
    have e : (H - 1) * (H - 1) * H⁻¹ = H - 1 - 1 + H⁻¹ := by
      simp only [sub_mul, mul_sub, one_mul, mul_one, mul_assoc, h1]
      abel
    rw [e, newtonStep]
    module
  have hc : (H + 1) * (H - 1) = (H - 1) * (H + 1) := by noncomm_ring
  have hsq : (H - 1) * (H - 1) * H⁻¹ = cayley H ^ 2 * ((H + 1) * (H + 1) * H⁻¹) := by
    calc (H - 1) * (H - 1) * H⁻¹
        = (H - 1) * ((H + 1)⁻¹ * (H + 1)) * (H - 1) * H⁻¹ := by rw [h2, mul_one]
      _ = (H - 1) * (H + 1)⁻¹ * ((H - 1) * (H + 1)) * H⁻¹ := by
          rw [← hc]; simp only [mul_assoc]
      _ = (H - 1) * (H + 1)⁻¹ * ((H - 1) * ((H + 1)⁻¹ * (H + 1)) * (H + 1)) * H⁻¹ := by
          rw [h2, mul_one]
      _ = cayley H ^ 2 * ((H + 1) * (H + 1) * H⁻¹) := by
          simp only [cayley, pow_two, mul_assoc]
  have key : newtonStep H - 1 = cayley H ^ 2 * (newtonStep H + 1) := by
    rw [hminus, hplus, mul_smul_comm, hsq]
  rw [cayley, key, mul_assoc, h3, mul_one]

/-- For a positive definite initial matrix, the Cayley transform of the `k`-th iterate is the `2 ^
k`-th power of the initial one. -/
theorem cayley_newtonIter {H : Matrix n n ℂ} (hH : H.PosDef) (k : ℕ) :
    cayley (newtonIter H k) = cayley H ^ (2 ^ k) := by
  induction k with
  | zero => simp [newtonIter]
  | succ k ih =>
    rw [newtonIter, cayley_newtonStep (newtonIter_posDef hH k), ih, ← pow_mul, ← pow_succ]

/-- Closed form of the `k`-th iterate of a positive definite matrix in terms of the Cayley transform
of that matrix. -/
theorem newtonIter_closed_form {H : Matrix n n ℂ} (hH : H.PosDef) (k : ℕ) :
    newtonIter H k = (1 + cayley H ^ (2 ^ k)) * (1 - cayley H ^ (2 ^ k))⁻¹ := by
  rw [← cayley_newtonIter hH k]
  have hK := newtonIter_posDef hH k
  generalize newtonIter H k = K at hK ⊢
  have hu := (Matrix.isUnit_iff_isUnit_det _).mp (hK.add Matrix.PosDef.one).isUnit
  have hl : (K + 1)⁻¹ * (K + 1) = 1 := Matrix.nonsing_inv_mul _ hu
  have hr : (K + 1) * (K + 1)⁻¹ = 1 := Matrix.mul_nonsing_inv _ hu
  have a : 1 - cayley K = (2 : ℂ) • (K + 1)⁻¹ := by
    calc 1 - cayley K = (K + 1) * (K + 1)⁻¹ - (K - 1) * (K + 1)⁻¹ := by rw [hr, cayley]
      _ = (2 : ℂ) • (K + 1)⁻¹ := by
          rw [← sub_mul, show K + 1 - (K - 1) = (2 : ℂ) • (1 : Matrix n n ℂ) by module,
            smul_mul_assoc, one_mul]
  have b : 1 + cayley K = (2 : ℂ) • (K * (K + 1)⁻¹) := by
    calc 1 + cayley K = (K + 1) * (K + 1)⁻¹ + (K - 1) * (K + 1)⁻¹ := by rw [hr, cayley]
      _ = (2 : ℂ) • (K * (K + 1)⁻¹) := by
          rw [← add_mul, show K + 1 + (K - 1) = (2 : ℂ) • K by module, smul_mul_assoc]
  have c : (1 - cayley K)⁻¹ = (1 / 2 : ℂ) • (K + 1) := by
    apply Matrix.inv_eq_right_inv
    rw [a, smul_mul_assoc, mul_smul_comm, hl, smul_smul]
    norm_num
  rw [c, b, smul_mul_assoc, mul_smul_comm, mul_assoc, hl, mul_one, smul_smul]
  norm_num

/-- A positive eigenvalue stays positive under the Newton iteration. -/
theorem scalarIter_pos {d : ℝ} (hd : 0 < d) (k : ℕ) : 0 < scalarIter d k := by
  induction k with
  | zero => exact hd
  | succ k ih =>
    have := inv_pos.mpr ih
    simp only [scalarIter]
    linarith

/-- A positive eigenvalue is driven to one by the Newton iteration. -/
theorem scalarIter_tendsto {d : ℝ} (hd : 0 < d) :
    Tendsto (scalarIter d) atTop (𝓝 1) := by
  -- after one step the eigenvalue is at least one
  have hge : ∀ k, 0 ≤ scalarIter d (k + 1) - 1 := by
    intro k
    have hx := scalarIter_pos hd k
    have e : scalarIter d (k + 1) - 1
        = (scalarIter d k - 1) ^ 2 * (scalarIter d k)⁻¹ / 2 := by
      have hi := mul_inv_cancel₀ hx.ne'
      simp only [scalarIter]
      linear_combination (1 - scalarIter d k / 2) * hi
    rw [e]
    positivity
  -- from then on the distance to one at least halves
  have hle : ∀ k, scalarIter d (k + 1) - 1 ≤ (scalarIter d 1 - 1) * (1 / 2) ^ k := by
    intro k
    induction k with
    | zero => simp
    | succ k ih =>
      have hi : (scalarIter d (k + 1))⁻¹ ≤ 1 :=
        inv_le_one_of_one_le₀ (by linarith [hge k])
      have e : scalarIter d (k + 1 + 1)
          = (scalarIter d (k + 1) + (scalarIter d (k + 1))⁻¹) / 2 := rfl
      rw [e, pow_succ, ← mul_assoc]
      linarith
  have hlim : Tendsto (fun k : ℕ => (scalarIter d 1 - 1) * (1 / 2 : ℝ) ^ k) atTop (𝓝 0) := by
    have h := (tendsto_pow_atTop_nhds_zero_of_lt_one (r := (1 / 2 : ℝ))
      (by norm_num) (by norm_num)).const_mul (scalarIter d 1 - 1)
    rwa [mul_zero] at h
  have h := (squeeze_zero hge hle hlim).add_const 1
  simp only [sub_add_cancel, zero_add] at h
  exact (tendsto_add_atTop_iff_nat 1).mp h

/-- In a unitary eigenbasis the Newton iteration acts on each positive eigenvalue separately. -/
theorem newtonIter_spectral {U : Matrix n n ℂ} (hU : U ∈ Matrix.unitaryGroup n ℂ)
    {d : n → ℝ} (hd : ∀ i, 0 < d i) (k : ℕ) :
    newtonIter (U * diagonal (fun i => (d i : ℂ)) * star U) k
      = U * diagonal (fun i => (scalarIter (d i) k : ℂ)) * star U := by
  have h1 : U * star U = 1 := Matrix.mem_unitaryGroup_iff.mp hU
  have h2 : star U * U = 1 := Matrix.mem_unitaryGroup_iff'.mp hU
  induction k with
  | zero => rfl
  | succ k ih =>
    have hDE : diagonal (fun i => (scalarIter (d i) k : ℂ))
        * diagonal (fun i => (scalarIter (d i) k : ℂ)⁻¹) = 1 := by
      rw [diagonal_mul_diagonal, ← diagonal_one]
      congr 1
      funext i
      exact mul_inv_cancel₀ (Complex.ofReal_ne_zero.mpr (scalarIter_pos (hd i) k).ne')
    have hF : diagonal (fun i => (scalarIter (d i) (k + 1) : ℂ))
        = (1 / 2 : ℂ) • (diagonal (fun i => (scalarIter (d i) k : ℂ))
          + diagonal (fun i => (scalarIter (d i) k : ℂ)⁻¹)) := by
      rw [diagonal_add, ← diagonal_smul]
      congr 1
      funext i
      simp only [scalarIter, Pi.smul_apply, smul_eq_mul]
      push_cast
      ring
    rw [newtonIter, ih, hF]
    generalize diagonal (fun i => (scalarIter (d i) k : ℂ)) = D at hDE ⊢
    generalize diagonal (fun i => (scalarIter (d i) k : ℂ)⁻¹) = E at hDE ⊢
    have hinv : (U * D * star U)⁻¹ = U * E * star U := by
      apply Matrix.inv_eq_right_inv
      calc U * D * star U * (U * E * star U)
          = U * D * (star U * U) * E * star U := by simp only [mul_assoc]
        _ = U * (D * E) * star U := by rw [h2, mul_one, mul_assoc U D E]
        _ = 1 := by rw [hDE, mul_one, h1]
    rw [newtonStep, hinv, mul_smul_comm, smul_mul_assoc, mul_add, add_mul]

/-- For a positive definite initial matrix all Newton iterates are positive definite, their
Cayley transforms are the `2 ^ k`-th powers of the initial one, and they converge to the
identity. -/
theorem newton_iterates {H : Matrix n n ℂ} (hH : H.PosDef) :
    (∀ k, (newtonIter H k).PosDef) ∧
    (∀ k, (newtonIter H k - 1) * (newtonIter H k + 1)⁻¹
      = ((H - 1) * (H + 1)⁻¹) ^ (2 ^ k)) ∧
    Tendsto (newtonIter H) atTop (𝓝 1) := by
  refine ⟨newtonIter_posDef hH, cayley_newtonIter hH, ?_⟩
  -- pass to an eigenbasis of the initial matrix
  obtain ⟨U, hU, d, hd, hs⟩ : ∃ U ∈ Matrix.unitaryGroup n ℂ, ∃ d : n → ℝ,
      (∀ i, 0 < d i) ∧ H = U * diagonal (fun i => (d i : ℂ)) * star U := by
    have hs := hH.1.spectral_theorem
    rw [Unitary.conjStarAlgAut_apply] at hs
    exact ⟨_, hH.1.eigenvectorUnitary.2, hH.1.eigenvalues, hH.eigenvalues_pos, hs⟩
  have hcont : Continuous
      (fun x : n → ℝ => U * diagonal (fun i => (x i : ℂ)) * star U) :=
    (continuous_const.matrix_mul
      (Continuous.matrix_diagonal (by fun_prop))).matrix_mul continuous_const
  have hlim : Tendsto (fun k i => scalarIter (d i) k) atTop (𝓝 (fun _ : n => (1 : ℝ))) :=
    tendsto_pi_nhds.mpr fun i => scalarIter_tendsto (hd i)
  have h := (hcont.tendsto (fun _ => 1)).comp hlim
  have hone : U * diagonal (fun _ : n => ((1 : ℝ) : ℂ)) * star U = 1 := by
    rw [Complex.ofReal_one, diagonal_one, mul_one]
    exact Matrix.mem_unitaryGroup_iff.mp hU
  rw [hone] at h
  refine h.congr fun k => ?_
  rw [hs]
  exact (newtonIter_spectral hU hd k).symm

/-- Started from a unitary `U` times a positive definite `H`, the polar Newton iterates are `U`
times the Newton iterates of `H`, and they converge to `U`. -/
theorem polarIter_tendsto {U H : Matrix n n ℂ} (hU : U ∈ Matrix.unitaryGroup n ℂ)
    (hH : H.PosDef) :
    (∀ k, polarIter (U * H) k = U * newtonIter H k) ∧
    Tendsto (polarIter (U * H)) atTop (𝓝 U) := by
  have hUi : U⁻¹ = Uᴴ := Matrix.inv_eq_right_inv (Matrix.mem_unitaryGroup_iff.mp hU)
  have hform : ∀ k, polarIter (U * H) k = U * newtonIter H k := by
    intro k
    induction k with
    | zero => rfl
    | succ k ih =>
      -- the inverse adjoint leaves the unitary factor unchanged
      have hK : ((newtonIter H k)⁻¹)ᴴ = (newtonIter H k)⁻¹ := (newtonIter_posDef hH k).inv.1
      rw [polarIter, ih, polarStep, Matrix.mul_inv_rev, hUi, conjTranspose_mul,
        conjTranspose_conjTranspose, hK, newtonIter, newtonStep, mul_smul_comm, mul_add]
  refine ⟨hform, ?_⟩
  have hcont : Continuous (fun X : Matrix n n ℂ => U * X) :=
    continuous_const.matrix_mul continuous_id
  have h := (hcont.tendsto 1).comp (newton_iterates hH).2.2
  rw [mul_one] at h
  exact h.congr fun k => (hform k).symm

end

end NewtonPolarIterates
```

```lean
#print axioms NewtonPolarIterates.newtonIter_closed_form
#print axioms NewtonPolarIterates.newton_iterates
#print axioms NewtonPolarIterates.polarIter_tendsto
```

```
'NewtonPolarIterates.newtonIter_closed_form' depends on axioms: [propext, Classical.choice, Quot.sound]
'NewtonPolarIterates.newton_iterates' depends on axioms: [propext, Classical.choice, Quot.sound]
'NewtonPolarIterates.polarIter_tendsto' depends on axioms: [propext, Classical.choice, Quot.sound]
```

## From one squared transform to the limit

`newtonIter_posDef` is the induction on positivity. `cayley_newtonStep` proves $C_{k+1} = C_k^2$ for a single step: `hplus` and `hminus` are the two factorisations, and `hc` supplies the commutation of $H+1$ with $H-1$. Instead of dividing, `hsq` inserts $(H+1)^{-1}(H+1) = 1$ twice. The result, `key`, reads $H_{k+1} - 1 = C_k^2(H_{k+1} + 1)$, and multiplication by $(H_{k+1}+1)^{-1}$ from the right finishes the step. `cayley_newtonIter` repeats it by induction, and `newtonIter_closed_form` inverts the transform using the expressions for $1 \pm C_k$.

`scalarIter_pos` keeps the eigenvalue positive. In `scalarIter_tendsto`, `hge` is the lower bound from the square and `hle` the bound by repeated halving; `squeeze_zero` then traps the distance to 1 between zero and a vanishing sequence. `newtonIter_spectral` shows by induction that the matrix iteration is the scalar one in a fixed eigenbasis. It identifies the inverse by multiplying out the candidate.

The passage from eigenvalues to matrices turns on **composing a limit with a continuous map**. In `newton_iterates`, the spectral theorem supplies a unitary matrix of eigenvectors (called `U` there, $V$ above), and `hcont` states that
$$x \mapsto V\,\mathrm{diag}(x_i)\,V^\dagger$$
is continuous in the vector of eigenvalues. `tendsto_pi_nhds` assembles the separate scalar limits into one limit of vectors, and `(hcont.tendsto (fun _ => 1)).comp hlim` carries it through the map. Because $V$ never changes during the iteration, no eigenvectors have to be followed and degenerate eigenvalues need no special care. Finally, `h.congr` replaces the diagonalised sequence by the Newton iterates.

The same device proves the polar result, this time with the continuous map $Y \mapsto UY$. The induction before it, `hform`, uses the fact that $H_k^{-1}$ is Hermitian, so taking the inverse adjoint leaves the factor $U$ in place.

## The update in an orbital code

In Python with NumPy, one step for a square coefficient matrix is a single line:

```python
X = 0.5 * (X + np.linalg.inv(X).conj().T)
```

A natural stopping test is the size of $X_k^\dagger X_k - 1$, which equals $H_k^2 - 1$ in exact arithmetic. The limit is $U = X_0(X_0^\dagger X_0)^{-1/2}$, the symmetrically (Löwdin) orthonormalised orbitals, for a square invertible $X_0$ in a finite orthonormal basis.

The eigenvalues of $H$ are the singular values of $X_0$. A singular value of 2 runs through 1.25, 1.025 and about 1.000305, while its Cayley transform runs from $1/3$ through $1/9$, $1/81$ and $1/6561$. A singular value of 0.001 first jumps to about 500 and is then roughly halved at each step until it comes near 1, so nearly linearly dependent orbitals cost extra iterations.
